# A geometric bound on the small-argument phase-shift estimates above an angular-momentum cutoff $L$, for $0\le x<2L+3$

Q: An electron with wave number $k$ scatters off a muffin-tin sphere of radius $R$. The centrifugal barrier keeps high partial waves away from the sphere, so in a KKR calculation I keep the channels $l\le L$ and drop the rest. Each dropped channel has a small phase shift $\delta_l$, but it comes with $2l+1$ values of $m$, and there are infinitely many such channels. Your file bounds a sum of explicit numbers. Where is the scattering in that?

A: It enters through one estimate. Put $x=kR$. For a hard sphere, $\tan\delta_l$ is the ratio of the regular to the irregular spherical Bessel function at $x$. Their leading small-$x$ forms are $x^l/(2l+1)!!$ and, up to sign, $(2l-1)!!/x^{l+1}$. The ratio has magnitude
$$a_l=\frac{x^{2l+1}}{(2l+1)!!\,(2l-1)!!},\qquad (-1)!!=1 .$$
When this ratio is small, the angle and its tangent agree to leading order, so $a_l$ also estimates $|\delta_l|$ on the branch near zero. The file takes $a_l$ as a definition and does not derive it from a Schrödinger equation. The degeneracy-weighted quantity is $b_l=(2l+1)\,a_l$.

```lean
import Mathlib

open scoped Nat

namespace KKRAngularMomentumCutoff

noncomputable section

/-- The small-argument estimate `x^(2l+1) / ((2l+1)!! (2l-1)!!)` of the phase shift in
channel `l`, with the convention `(-1)!! = 1` at `l = 0`. -/
def phaseEstimate (x : ℝ) (l : ℕ) : ℝ :=
  x ^ (2 * l + 1) / (((2 * l + 1)‼ : ℝ) * ((2 * l - 1)‼ : ℝ))

/-- The phase-shift estimate of channel `l` multiplied by the degeneracy `2l+1`. -/
def weightedPhase (x : ℝ) (l : ℕ) : ℝ :=
  (2 * (l : ℝ) + 1) * phaseEstimate x l
```

Here `phaseEstimate x l` is $a_l$ and `weightedPhase x l` is $b_l$. The argument `x` is a dimensionless real number, and `l` is a natural number. At $l=0$, subtraction of natural numbers turns `2 * l - 1` into $0$, and $0!!=1$ gives the stated convention.

Q: I usually see the weighted estimate written as $x^{2l+1}/((2l-1)!!)^2$. Is that the same thing?

A: Yes, and it is proved. Since $(2l+1)!!=(2l+1)\,(2l-1)!!$, the degeneracy cancels one factor:
$$b_l=\frac{(2l+1)\,x^{2l+1}}{(2l+1)\,(2l-1)!!\,(2l-1)!!}=\frac{x^{2l+1}}{((2l-1)!!)^2}.$$

```lean
/-- The recursion `(2l+1)!! = (2l+1) (2l-1)!!` for odd double factorials. -/
theorem odd_doubleFactorial_step (l : ℕ) :
    ((2 * l + 1)‼ : ℝ) = (2 * (l : ℝ) + 1) * ((2 * l - 1)‼ : ℝ) := by
  have h : (2 * l + 1)‼ = (2 * l + 1) * (2 * l - 1)‼ := by
    cases l with
    | zero => simp [Nat.doubleFactorial]
    | succ l =>
      have h1 : 2 * (l + 1) + 1 = (2 * l + 1) + 2 := by ring
      have h2 : 2 * (l + 1) - 1 = 2 * l + 1 := by omega
      rw [h1, h2, Nat.doubleFactorial_add_two]
  exact_mod_cast h

/-- The degeneracy-weighted estimate equals `x^(2l+1) / ((2l-1)!!)^2`. -/
theorem weightedPhase_eq (x : ℝ) (l : ℕ) :
    weightedPhase x l = x ^ (2 * l + 1) / ((2 * l - 1)‼ : ℝ) ^ 2 := by
  have hd : ((2 * l - 1)‼ : ℝ) ≠ 0 := by
    exact_mod_cast (Nat.doubleFactorial_pos _).ne'
  have hl : 2 * (l : ℝ) + 1 ≠ 0 := by positivity
  unfold weightedPhase phaseEstimate
  rw [odd_doubleFactorial_step]
  field_simp
```

The first lemma treats $l=0$ separately and otherwise uses Mathlib's recursion for double factorials. The second inserts that recursion, and `field_simp` does the cancellation.

Q: How fast do the terms fall?

A: Apply the closed form at $l+1$ and the recursion once more:
$$b_{l+1}=\frac{x^{2l+3}}{((2l+1)!!)^2}=\frac{x^{2l+1}}{((2l-1)!!)^2}\cdot\frac{x^2}{(2l+1)^2}=b_l\,\frac{x^2}{(2l+1)^2}.$$

```lean
/-- Passing from channel `l` to channel `l+1` multiplies the weighted estimate by
`x^2 / (2l+1)^2`. -/
theorem weightedPhase_succ (x : ℝ) (l : ℕ) :
    weightedPhase x (l + 1) = weightedPhase x l * (x ^ 2 / (2 * (l : ℝ) + 1) ^ 2) := by
  have h : 2 * (l + 1) - 1 = 2 * l + 1 := by omega
  rw [weightedPhase_eq, weightedPhase_eq, h, odd_doubleFactorial_step, div_mul_div_comm]
  congr 1 <;> ring
```

For $x>0$ we have $b_l>0$, so $b_{l+1}<b_l$ holds exactly when $x^2<(2l+1)^2$, that is, when $x<2l+1$.

```lean
/-- For `x > 0` the weighted estimate decreases from channel `l` to channel `l+1` exactly
when `x < 2l+1`. -/
theorem weightedPhase_succ_lt_iff {x : ℝ} (hx : 0 < x) (l : ℕ) :
    weightedPhase x (l + 1) < weightedPhase x l ↔ x < 2 * (l : ℝ) + 1 := by
  have hd : (0 : ℝ) < ((2 * l - 1)‼ : ℝ) := by
    exact_mod_cast Nat.doubleFactorial_pos _
  have hb : 0 < weightedPhase x l := by
    rw [weightedPhase_eq]
    exact div_pos (pow_pos hx _) (pow_pos hd 2)
  have key : ∀ r : ℝ, weightedPhase x l * r < weightedPhase x l ↔ r < 1 :=
    fun r => ⟨fun h => by nlinarith, fun h => by nlinarith⟩
  rw [weightedPhase_succ, key, div_lt_one (by positivity),
    sq_lt_sq₀ hx.le (by positivity)]
```

In the proof, `key` divides out the positive factor $b_l$, and `sq_lt_sq₀` passes from the squares to the numbers themselves. The case $x=0$ is excluded because every term is then zero, so there is no strict decrease although $0<2l+1$.

Q: So your condition $x<2L+3$ says that the terms already decrease from the first omitted channel to the second?

A: For $x>0$, exactly that: set $l=L+1$. Define
$$q=\frac{x^2}{(2L+3)^2}.$$
This is the ratio $b_{L+2}/b_{L+1}$ when $x>0$. Number the omitted channels as $l=L+1+n$ with $n=0,1,2,\dots$. The factor that leads from channel $L+1+n$ to the next is
$$\frac{x^2}{(2L+3+2n)^2}\le q .$$
Now use induction on $n$. The claim $b_{L+1+n}\le b_{L+1}q^n$ is an equality at $n=0$. If it holds at $n$, then
$$b_{L+1+(n+1)}=b_{L+1+n}\,\frac{x^2}{(2L+3+2n)^2}\le b_{L+1}q^n\cdot q=b_{L+1}q^{n+1}.$$

```lean
/-- For `x ≥ 0` the weighted estimates are nonnegative. -/
theorem weightedPhase_nonneg {x : ℝ} (hx : 0 ≤ x) (l : ℕ) : 0 ≤ weightedPhase x l := by
  rw [weightedPhase_eq]
  positivity

/-- For `x ≥ 0`, the weighted estimates beyond the cutoff `L` are bounded by a geometric sequence
with ratio `x^2 / (2L+3)^2` that starts at the first omitted channel. -/
theorem weightedPhase_le_geometric {x : ℝ} (hx : 0 ≤ x) (L n : ℕ) :
    weightedPhase x (L + 1 + n) ≤
      weightedPhase x (L + 1) * (x ^ 2 / (2 * (L : ℝ) + 3) ^ 2) ^ n := by
  induction n with
  | zero => simp
  | succ n ih =>
    have hn : (0 : ℝ) ≤ n := Nat.cast_nonneg n
    -- each later ratio is at most the first one
    have hr : x ^ 2 / (2 * ((L + 1 + n : ℕ) : ℝ) + 1) ^ 2 ≤
        x ^ 2 / (2 * (L : ℝ) + 3) ^ 2 := by
      apply div_le_div_of_nonneg_left (by positivity) (by positivity)
      exact pow_le_pow_left₀ (by positivity) (by push_cast; linarith) 2
    rw [show L + 1 + (n + 1) = (L + 1 + n) + 1 from rfl,
      weightedPhase_succ x (L + 1 + n),
      pow_succ (x ^ 2 / (2 * (L : ℝ) + 3) ^ 2) n, ← mul_assoc]
    exact mul_le_mul ih hr (by positivity)
      (mul_nonneg (weightedPhase_nonneg hx _) (by positivity))
```

The inequality between the factors is `hr`, and the induction hypothesis is `ih`. Multiplying the two inequalities is safe here because $b_l$ and the squared ratios are nonnegative.

Q: Then the rest is a geometric series.

A: It is. From $0\le x<2L+3$ we get $0\le q<1$, so $\sum_n b_{L+1}q^n$ converges. The omitted terms are nonnegative and lie below it, hence their sum converges too, and
$$\sum_{l>L}b_l=\sum_{n=0}^{\infty}b_{L+1+n}\le b_{L+1}\sum_{n=0}^{\infty}q^n=\frac{b_{L+1}}{1-q}.$$

```lean
/-- If `0 ≤ x < 2L+3`, the sum of the weighted estimates over all `l > L` converges and is at
most the first omitted term divided by `1 - x^2 / (2L+3)^2`. -/
theorem cutoff_tail_bound {x : ℝ} (hx : 0 ≤ x) (L : ℕ) (hL : x < 2 * (L : ℝ) + 3) :
    Summable (fun n : ℕ => weightedPhase x (L + 1 + n)) ∧
      ∑' n : ℕ, weightedPhase x (L + 1 + n) ≤
        weightedPhase x (L + 1) / (1 - x ^ 2 / (2 * (L : ℝ) + 3) ^ 2) := by
  have hq0 : 0 ≤ x ^ 2 / (2 * (L : ℝ) + 3) ^ 2 := by positivity
  have hq1 : x ^ 2 / (2 * (L : ℝ) + 3) ^ 2 < 1 :=
    (div_lt_one (by positivity)).2 (pow_lt_pow_left₀ hL hx two_ne_zero)
  -- comparison with the geometric series
  have hg := (summable_geometric_of_lt_one hq0 hq1).mul_left (weightedPhase x (L + 1))
  have hs : Summable (fun n : ℕ => weightedPhase x (L + 1 + n)) :=
    Summable.of_nonneg_of_le (fun n => weightedPhase_nonneg hx _)
      (fun n => weightedPhase_le_geometric hx L n) hg
  refine ⟨hs, (hs.tsum_le_tsum (fun n => weightedPhase_le_geometric hx L n) hg).trans ?_⟩
  rw [tsum_mul_left, tsum_geometric_of_lt_one hq0 hq1, ← div_eq_mul_inv]
```

Read in words, for every real $x\ge0$ and every natural number $L$ with $x<2L+3$, the series over the omitted channels converges (`Summable`), and its sum (`∑'`) is at most the first omitted term divided by $1-q$. The case $L=0$, where only the $s$ wave is kept, is included. In the proof, `hq0` and `hq1` give $0\le q<1$, `Summable.of_nonneg_of_le` is the comparison test, and `tsum_geometric_of_lt_one` sums the geometric series.

Q: An upper bound can be useless if it is far too large. How much room is there?

A: Keep only the first two omitted channels. All the others are nonnegative, so
$$\sum_{l>L}b_l\ge b_{L+1}+b_{L+2}=b_{L+1}(1+q).$$

```lean
/-- If `0 ≤ x < 2L+3`, the sum of the weighted estimates over all `l > L` is at least the first
omitted term times `1 + x^2 / (2L+3)^2`. -/
theorem cutoff_tail_lower_bound {x : ℝ} (hx : 0 ≤ x) (L : ℕ)
    (hL : x < 2 * (L : ℝ) + 3) :
    weightedPhase x (L + 1) * (1 + x ^ 2 / (2 * (L : ℝ) + 3) ^ 2) ≤
      ∑' n : ℕ, weightedPhase x (L + 1 + n) := by
  -- keep only the first two omitted channels
  have h := (cutoff_tail_bound hx L hL).1.sum_le_tsum (Finset.range 2)
    (fun n _ => weightedPhase_nonneg hx _)
  have h2 : 2 * ((L + 1 : ℕ) : ℝ) + 1 = 2 * (L : ℝ) + 3 := by push_cast; ring
  rw [Finset.sum_range_succ, Finset.sum_range_one, add_zero,
    weightedPhase_succ x (L + 1), h2] at h
  linarith
```

`sum_le_tsum` over `Finset.range 2` is the step that discards the later terms. The gap between the two bounds is
$$b_{L+1}\left(\frac1{1-q}-1-q\right)=b_{L+1}\,\frac{q^2}{1-q},$$
so they agree through first order in $q$. When $x$ is close to $2L+3$, the upper bound becomes large and says little.

Q: Here is my real objection. You allow $x$ up to $2L+3$, which is not small, and my spheres are not hard. Why should $b_l$ describe my phase shifts?

A: The condition $x<2L+3$ controls the sum of the estimates. It does not make the estimate accurate for a given potential. That link is a separate hypothesis in the last theorem: there is a constant $C\ge0$ such that
$$|\delta_l|\le C\,a_l\qquad\text{for all } l>L .$$
Physically, $C$ measures how strongly your sphere scatters in the omitted channels compared with the small-argument hard-sphere estimate. A resonance in a channel where $a_l$ is small forces $C$ to be large. The hypothesis also restricts the branch: phase shifts are defined only modulo $\pi$, and here they must tend to zero at high $l$. The file assumes such a $C$; for a particular potential, you have to supply it.

Given $C$, each omitted term satisfies
$$|(2l+1)\,\delta_l|\le C\,(2l+1)\,a_l=C\,b_l .$$
The omitted series therefore converges absolutely, and the triangle inequality gives
$$\left|\sum_{l>L}(2l+1)\,\delta_l\right|\le C\sum_{l>L}b_l\le\frac{C\,b_{L+1}}{1-q}.$$

```lean
/-- Let `0 ≤ x < 2L+3` and `C ≥ 0`. If `|δ l|` is at most `C` times the small-argument estimate for
every `l > L`, the sum of `(2l+1) δ l` over `l > L` converges, and its absolute value is at most `C`
times the first omitted weighted estimate divided by `1 - x^2 / (2L+3)^2`. -/
theorem phase_sum_truncation_error {x C : ℝ} (hx : 0 ≤ x) (hC : 0 ≤ C) (L : ℕ)
    (hL : x < 2 * (L : ℝ) + 3) (δ : ℕ → ℝ)
    (hδ : ∀ l, L < l → |δ l| ≤ C * phaseEstimate x l) :
    Summable (fun n : ℕ => (2 * ((L + 1 + n : ℕ) : ℝ) + 1) * δ (L + 1 + n)) ∧
      |∑' n : ℕ, (2 * ((L + 1 + n : ℕ) : ℝ) + 1) * δ (L + 1 + n)| ≤
        C * (weightedPhase x (L + 1) / (1 - x ^ 2 / (2 * (L : ℝ) + 3) ^ 2)) := by
  obtain ⟨hs, hb⟩ := cutoff_tail_bound hx L hL
  have hterm : ∀ n : ℕ, ‖(2 * ((L + 1 + n : ℕ) : ℝ) + 1) * δ (L + 1 + n)‖ ≤
      C * weightedPhase x (L + 1 + n) := by
    intro n
    have hw : 0 ≤ 2 * ((L + 1 + n : ℕ) : ℝ) + 1 := by positivity
    rw [Real.norm_eq_abs, abs_mul, abs_of_nonneg hw]
    calc _ ≤ (2 * ((L + 1 + n : ℕ) : ℝ) + 1) * (C * phaseEstimate x (L + 1 + n)) :=
          mul_le_mul_of_nonneg_left (hδ _ (by omega)) hw
      _ = C * weightedPhase x (L + 1 + n) := by unfold weightedPhase; ring
  refine ⟨Summable.of_norm_bounded (hs.mul_left C) hterm, ?_⟩
  have h := tsum_of_norm_bounded (hs.hasSum.mul_left C) hterm
  rw [Real.norm_eq_abs] at h
  exact h.trans (mul_le_mul_of_nonneg_left hb hC)

end

end KKRAngularMomentumCutoff
```

In Lean, `δ` is an arbitrary real sequence, and `hδ` is the assumed inequality. The bound on a single term is `hterm`, and `tsum_of_norm_bounded` carries it over to the sum. The phase shifts may have either sign. They depend on $l$ but not on $m$, which is the assumption of a spherical potential, and spin is not counted.

Q: Which quantity in my calculation does this control?

A: The sum $\sum_l(2l+1)\,\delta_l$ appears in Friedel's count of the states that a scatterer adds, so for non-interacting electrons and a single spherical site the theorem bounds what the cutoff removes from that count, before the prefactor for spin and $\pi$. The $\delta_l$ in the hypothesis must then be the ones that Friedel's count uses, followed continuously in energy. A narrow resonance of an omitted channel that lies below the energy considered has raised $\delta_l$ by about $\pi$, and subtracting that $\pi$ to get a small $C$ would hide about $2l+1$ missing states per spin.

Q: And the roots of the KKR secular equation?

A: They are not covered. The secular matrix couples channels on different sites through the structure constants, and none of those appear in the file. An error bound for the band energies would need control of that coupling as well as of the phase shifts.

```lean
#print axioms KKRAngularMomentumCutoff.weightedPhase_succ_lt_iff
#print axioms KKRAngularMomentumCutoff.weightedPhase_le_geometric
#print axioms KKRAngularMomentumCutoff.cutoff_tail_lower_bound
#print axioms KKRAngularMomentumCutoff.phase_sum_truncation_error
```

```
'KKRAngularMomentumCutoff.weightedPhase_succ_lt_iff' depends on axioms: [propext, Classical.choice, Quot.sound]
'KKRAngularMomentumCutoff.weightedPhase_le_geometric' depends on axioms: [propext, Classical.choice, Quot.sound]
'KKRAngularMomentumCutoff.cutoff_tail_lower_bound' depends on axioms: [propext, Classical.choice, Quot.sound]
'KKRAngularMomentumCutoff.phase_sum_truncation_error' depends on axioms: [propext, Classical.choice, Quot.sound]
```
